# The minimizers of p sin 2t − r cos² 2t with r ≥ 0 for two rotated bond coordinates

Set r = 1 and write s = sin 2t: the energy p sin 2t − cos² 2t becomes the parabola s² + p s − 1, whose lowest point is at s = −p/2. If |p| < 2, some angle t reaches that point; if |p| ≥ 2, the best available s is the end of the interval −1 ≤ s ≤ 1 on the side of the lowest point.

```lean
import Mathlib

noncomputable section

namespace BondCoordinateRotation

variable {A : Type*} [CommRing A] [Algebra ℝ A]

/-- Potential of two equivalent bonds with displacements `b₁`, `b₂`: harmonic terms `h`,
bilinear coupling `k` and quartic terms `g`. -/
def bondPotential (h k g : ℝ) (b₁ b₂ : A) : A :=
  h • (b₁ ^ 2 + b₂ ^ 2) + k • (b₁ * b₂) + g • (b₁ ^ 4 + b₂ ^ 4)

/-- The coefficient `p`: half the bilinear coupling times the difference of the mean squares
of the two coordinates. -/
def linearCoeff (E : A →ₗ[ℝ] ℝ) (k : ℝ) (x y : A) : ℝ :=
  k / 2 * E (x ^ 2 - y ^ 2)

/-- The coefficient `r`, built from the quartic constant and the fourth moments of the two
coordinates. -/
def quadraticCoeff (E : A →ₗ[ℝ] ℝ) (g : ℝ) (x y : A) : ℝ :=
  g * (3 * E (x ^ 2 * y ^ 2) - E (x ^ 4 + y ^ 4) / 2)

/-- The energy `F(t) = p sin 2t - r cos² 2t` as a function of the rotation angle `t`. -/
def bondEnergy (p r t : ℝ) : ℝ :=
  p * Real.sin (2 * t) - r * Real.cos (2 * t) ^ 2

/-- The angle `t` is optimal if no other angle has a lower energy. -/
def IsOptimal (p r t : ℝ) : Prop :=
  ∀ u, bondEnergy p r t ≤ bondEnergy p r u

/-- If the mixed odd moments of `x` and `y` vanish, the mean potential of two bonds whose
displacements are `x`, `y` rotated by `t` is a constant plus `F(t)`. -/
theorem mean_rotated_potential (E : A →ₗ[ℝ] ℝ) (x y : A) (h k g t : ℝ)
    (h11 : E (x * y) = 0) (h31 : E (x ^ 3 * y) = 0) (h13 : E (x * y ^ 3) = 0) :
    E (bondPotential h k g (Real.cos t • x - Real.sin t • y)
        (Real.sin t • x + Real.cos t • y)) =
      h * E (x ^ 2 + y ^ 2) + g * (E (x ^ 4 + y ^ 4) / 2 + 3 * E (x ^ 2 * y ^ 2))
        + bondEnergy (linearCoeff E k x y) (quadraticCoeff E g x y) t := by
  -- expand the potential in monomials of the rotated coordinates
  have expand : ∀ c s : ℝ, bondPotential h k g (c • x - s • y) (s • x + c • y) =
      (h * (c ^ 2 + s ^ 2)) • (x ^ 2 + y ^ 2) + (k * (c * s)) • (x ^ 2 - y ^ 2)
      + (g * (c ^ 4 + s ^ 4)) • (x ^ 4 + y ^ 4) + (12 * g * c ^ 2 * s ^ 2) • (x ^ 2 * y ^ 2)
      + (k * (c ^ 2 - s ^ 2)) • (x * y) + (4 * g * (c * s ^ 3 - c ^ 3 * s)) • (x ^ 3 * y)
      + (4 * g * (c ^ 3 * s - c * s ^ 3)) • (x * y ^ 3) := by
    intro c s
    simp only [bondPotential, Algebra.smul_def, map_add, map_sub, map_mul, map_pow, map_ofNat]
    ring
  have hs2 := Real.sin_sq t
  have hs4 : Real.sin t ^ 4 = (1 - Real.cos t ^ 2) ^ 2 := by
    rw [← hs2]; ring
  -- average term by term; the odd moments drop out
  rw [expand]
  simp only [linearCoeff, quadraticCoeff, bondEnergy, map_add, map_sub, map_smul,
    smul_eq_mul, h11, h31, h13, Real.sin_two_mul, Real.cos_two_mul]
  rw [hs2, hs4]
  ring

/-- The mean over four equally weighted configurations. -/
def fourPointMean : (Fin 4 → ℝ) →ₗ[ℝ] ℝ :=
  (1 / 4 : ℝ) • ∑ i, LinearMap.proj i

/-- For the four configurations `(±2, ±1)` the mixed odd moments vanish, and unit constants
`k = g = 1` give `p = 3/2` and `r = 7/2`. -/
theorem mean_rotated_potential_witness :
    let x : Fin 4 → ℝ := ![2, 2, -2, -2]
    let y : Fin 4 → ℝ := ![1, -1, 1, -1]
    fourPointMean (x * y) = 0 ∧ fourPointMean (x ^ 3 * y) = 0 ∧
      fourPointMean (x * y ^ 3) = 0 ∧ linearCoeff fourPointMean 1 x y = 3 / 2 ∧
      quadraticCoeff fourPointMean 1 x y = 7 / 2 := by
  refine ⟨?_, ?_, ?_, ?_, ?_⟩ <;>
    simp [fourPointMean, linearCoeff, quadraticCoeff, Fin.sum_univ_four] <;> norm_num

/-- An angle is optimal exactly when `sin 2t` minimizes the quadratic `r s² + p s` over the
interval `-1 ≤ s ≤ 1`. -/
theorem isOptimal_iff_quadratic (p r t : ℝ) :
    IsOptimal p r t ↔ ∀ s : ℝ, -1 ≤ s → s ≤ 1 →
      r * Real.sin (2 * t) ^ 2 + p * Real.sin (2 * t) ≤ r * s ^ 2 + p * s := by
  have energy : ∀ u, bondEnergy p r u =
      r * Real.sin (2 * u) ^ 2 + p * Real.sin (2 * u) - r := by
    intro u
    unfold bondEnergy
    linear_combination (-r) * Real.sin_sq_add_cos_sq (2 * u)
  constructor
  · intro h s h1 h2
    -- every value of s is reached by some angle
    have hu := h (Real.arcsin s / 2)
    have e : 2 * (Real.arcsin s / 2) = Real.arcsin s := by ring
    rw [energy, energy, e, Real.sin_arcsin h1 h2] at hu
    linarith
  · intro h u
    rw [energy, energy]
    linarith [h (Real.sin (2 * u)) (Real.neg_one_le_sin _) (Real.sin_le_one _)]

/-- If `|p| < 2r`, the minimizers of the energy are exactly the angles with
`sin 2t = -p/(2r)`. -/
theorem isOptimal_iff_of_abs_lt {p r : ℝ} (h : |p| < 2 * r) (t : ℝ) :
    IsOptimal p r t ↔ Real.sin (2 * t) = -p / (2 * r) := by
  obtain ⟨h1, h2⟩ := abs_lt.mp h
  have hr : 0 < r := by linarith
  have hs : 2 * r * (-p / (2 * r)) = -p := by field_simp
  have lo : -1 ≤ -p / (2 * r) := by
    rw [le_div_iff₀ (by linarith)]; linarith
  have hi : -p / (2 * r) ≤ 1 := by
    rw [div_le_iff₀ (by linarith)]; linarith
  -- complete the square around the stationary point
  have key : ∀ s : ℝ, r * (s - -p / (2 * r)) ^ 2 =
      (r * s ^ 2 + p * s) - (r * (-p / (2 * r)) ^ 2 + p * (-p / (2 * r))) := by
    intro s
    linear_combination (-(s - -p / (2 * r))) * hs
  rw [isOptimal_iff_quadratic]
  constructor
  · intro ho
    by_contra hne
    have hpos : 0 < (Real.sin (2 * t) - -p / (2 * r)) ^ 2 :=
      sq_pos_of_ne_zero (sub_ne_zero.mpr hne)
    linarith [mul_pos hr hpos, key (Real.sin (2 * t)), ho _ lo hi]
  · intro ht s _ _
    rw [ht]
    linarith [key s, mul_nonneg hr.le (sq_nonneg (s - -p / (2 * r)))]

/-- For `r ≥ 0`, `p < 0` and `2r ≤ -p`, the minimizers are exactly the angles with
`sin 2t = 1`. -/
theorem isOptimal_iff_of_neg {p r : ℝ} (hr : 0 ≤ r) (hp : p < 0) (h : 2 * r ≤ -p) (t : ℝ) :
    IsOptimal p r t ↔ Real.sin (2 * t) = 1 := by
  rw [isOptimal_iff_quadratic]
  constructor
  · intro ho
    by_contra hne
    have hlt : 0 < 1 - Real.sin (2 * t) :=
      sub_pos.mpr (lt_of_le_of_ne (Real.sin_le_one _) hne)
    have hslope : 0 < -p - r * (1 + Real.sin (2 * t)) := by
      rcases hr.eq_or_lt with h0 | h0
      · rw [← h0]; linarith
      · nlinarith [mul_pos h0 hlt]
    nlinarith [mul_pos hlt hslope, ho 1 (by norm_num) le_rfl]
  · intro ht s _ hs
    have hs' : 0 ≤ 1 - s := by linarith
    have hslope : 0 ≤ -p - r * (1 + s) := by nlinarith [mul_nonneg hr hs']
    rw [ht]
    nlinarith [mul_nonneg hs' hslope]

/-- If `r ≥ 0`, `p ≠ 0` and `|p| ≥ 2r`, the minimizers of the energy are exactly the angles
with `sin 2t = -sign p`. -/
theorem isOptimal_iff_of_le_abs {p r : ℝ} (hr : 0 ≤ r) (hp : p ≠ 0) (h : 2 * r ≤ |p|)
    (t : ℝ) : IsOptimal p r t ↔ Real.sin (2 * t) = -Real.sign p := by
  rcases lt_or_gt_of_ne hp with hneg | hpos
  · rw [abs_of_neg hneg] at h
    rw [Real.sign_of_neg hneg, neg_neg]
    exact isOptimal_iff_of_neg hr hneg h t
  · rw [abs_of_pos hpos] at h
    -- reversing both p and t leaves the energy unchanged
    have flip : ∀ u, bondEnergy (-p) r (-u) = bondEnergy p r u := by
      intro u
      simp [bondEnergy]
    have hsymm : IsOptimal p r t ↔ IsOptimal (-p) r (-t) := by
      constructor
      · intro ho u
        have hu := ho (-u)
        rw [← flip t, ← flip (-u), neg_neg] at hu
        exact hu
      · intro ho u
        have hu := ho (-u)
        rw [flip, flip] at hu
        exact hu
    rw [hsymm, isOptimal_iff_of_neg hr (by linarith) (by linarith), Real.sign_of_pos hpos,
      mul_neg, Real.sin_neg]
    constructor <;> intro hh <;> linarith

/-- If `|p| < 2r`, the angle `t = arcsin(-p/(2r))/2` is optimal and its energy is
`-r - p²/(4r)`. -/
theorem optimal_angle_and_energy {p r : ℝ} (h : |p| < 2 * r) :
    IsOptimal p r (Real.arcsin (-p / (2 * r)) / 2) ∧
      bondEnergy p r (Real.arcsin (-p / (2 * r)) / 2) = -r - p ^ 2 / (4 * r) := by
  obtain ⟨h1, h2⟩ := abs_lt.mp h
  have hr : 0 < r := by linarith
  have hsin : Real.sin (2 * (Real.arcsin (-p / (2 * r)) / 2)) = -p / (2 * r) := by
    rw [mul_div_cancel₀ _ (two_ne_zero' ℝ)]
    apply Real.sin_arcsin
    · rw [le_div_iff₀ (by linarith)]; linarith
    · rw [div_le_iff₀ (by linarith)]; linarith
  refine ⟨(isOptimal_iff_of_abs_lt h _).mpr hsin, ?_⟩
  unfold bondEnergy
  rw [Real.cos_sq', hsin]
  field_simp
  ring

/-- For `r > 0`, the rotation by `π/4`, which mixes the two coordinates equally, is optimal
exactly when `p ≤ -2r`. -/
theorem equal_mixing_optimal_iff {p r : ℝ} (hr : 0 < r) :
    IsOptimal p r (Real.pi / 4) ↔ p ≤ -2 * r := by
  have hsin : Real.sin (2 * (Real.pi / 4)) = 1 := by
    have e : 2 * (Real.pi / 4) = Real.pi / 2 := by ring
    rw [e, Real.sin_pi_div_two]
  constructor
  · intro ho
    by_contra hlt
    have hlt' : -2 * r < p := not_le.mp hlt
    by_cases hp : p < 2 * r
    · have hs := (isOptimal_iff_of_abs_lt (abs_lt.mpr ⟨by linarith, hp⟩) _).mp ho
      rw [hsin, eq_div_iff (by linarith)] at hs
      linarith
    · have hs := (isOptimal_iff_quadratic p r _).mp ho (-1) le_rfl (by norm_num)
      rw [hsin] at hs
      linarith
  · intro hp
    exact (isOptimal_iff_of_neg hr.le (by linarith) (by linarith) _).mpr hsin

end BondCoordinateRotation
```

```lean
#print axioms BondCoordinateRotation.mean_rotated_potential
-- 'BondCoordinateRotation.mean_rotated_potential' depends on axioms: [propext, Classical.choice, Quot.sound]
#print axioms BondCoordinateRotation.isOptimal_iff_of_le_abs
-- 'BondCoordinateRotation.isOptimal_iff_of_le_abs' depends on axioms: [propext, Classical.choice, Quot.sound]
#print axioms BondCoordinateRotation.optimal_angle_and_energy
-- 'BondCoordinateRotation.optimal_angle_and_energy' depends on axioms: [propext, Classical.choice, Quot.sound]
#print axioms BondCoordinateRotation.equal_mixing_optimal_iff
-- 'BondCoordinateRotation.equal_mixing_optimal_iff' depends on axioms: [propext, Classical.choice, Quot.sound]
```

## Two regimes for the optimal angle

For real p and r, `bondEnergy p r t` is the function

F(t) = p sin 2t − r cos² 2t.

`IsOptimal p r t` says that t is a global minimizer over all real angles. Since F depends on t only through sin 2t, the theorems fix sin 2t and not a single t.

- `isOptimal_iff_of_abs_lt`: if |p| < 2r, then t is optimal exactly when sin 2t = −p/(2r). The hypothesis already forces r > 0.
- `isOptimal_iff_of_le_abs`: if r ≥ 0, p ≠ 0 and |p| ≥ 2r, then t is optimal exactly when sin 2t = −sign p.

At |p| = 2r with r > 0 the two formulas give the same value, so the optimal sin 2t changes continuously with p. In the limit r = 0 only p sin 2t is left, and any nonzero p puts the optimum at an endpoint. If p is zero as well, F vanishes and every angle is optimal, which is why the second theorem requires p ≠ 0. The case r < 0 is outside both theorems: the parabola in s = sin 2t then opens downwards, and its minimum on the interval is at an end, s = −sign p if p ≠ 0 and both ends if p = 0.

## From a bond potential to p and r

The two bonds have displacements b₁, b₂ and the potential

V = h(b₁² + b₂²) + k b₁b₂ + g(b₁⁴ + b₂⁴).

The constants h, k and g set the harmonic, coupling and quartic terms. Equal h and g for both bonds express their equivalence. The displacements are obtained from coordinates x, y by

b₁ = cos t · x − sin t · y,  b₂ = sin t · x + cos t · y.

At t = 0 the coordinates are the bonds themselves; at t = π/4 they are the symmetric and antisymmetric stretches.

In Lean, x and y belong to a commutative real algebra `A`, as functions of position do, and the mean `E` is a real-linear map from `A` to the reals. Positivity and normalization of `E` are not needed. The hypotheses `h11`, `h31` and `h13` say that the means of xy, x³y and xy³ vanish, as they do for a distribution even in x and y separately, provided the moments are finite. The coefficients are then

p = (k/2) E(x² − y²),
r = g (3 E(x²y²) − E(x⁴ + y⁴)/2).

A positive r means that the quartic term favours unmixed bonds. This is a genuine restriction: for independent centred Gaussians and g > 0, r is never positive. The four equally weighted configurations (±2, ±1), with k = g = 1, do satisfy it, with p = 3/2 and r = 7/2; here |p| < 2r, and the optimum has sin 2t = −3/14. These point masses are an idealisation and not the density of a vibrational state; sufficiently narrow wave packets centred on the four points have nearly the same moments, so r is positive for them too.

The result bears on the choice of vibrational coordinates before a variational calculation, in a one-parameter model of two bonds whose moments in x and y stay fixed during the rotation. Kinetic energy, cubic terms and readjustment of the vibrational state are absent.

## Averaging the rotated potential

The harmonic sum is unchanged by the rotation: b₁² + b₂² = x² + y². The other two terms expand to

b₁b₂ = cos t sin t (x² − y²) + (cos² t − sin² t) xy,

b₁⁴ + b₂⁴ = (cos⁴ t + sin⁴ t)(x⁴ + y⁴) + 12 cos² t sin² t · x²y² + 4(cos t sin³ t − cos³ t sin t)(x³y − xy³).

Averaging removes xy, x³y and xy³. With s = sin 2t as before (in the Lean step `expand` the letter s stands for sin t), use

cos t sin t = s/2,  cos⁴ t + sin⁴ t = 1 − s²/2.

The coupling term averages to p s, and the quartic term to

g E(x⁴ + y⁴) + r s² = g E(x⁴ + y⁴) + r − r cos² 2t.

The mean potential is therefore F(t) plus the constant

h E(x² + y²) + g (E(x⁴ + y⁴)/2 + 3 E(x²y²)).

This is `mean_rotated_potential`. Its step `expand` is the polynomial expansion, checked by `ring`; the hypotheses on the odd moments then remove the terms in xy, x³y and xy³.

## Minimizing a parabola on an interval

Since cos² 2t = 1 − s²,

F(t) = q(s) − r,  q(s) = r s² + p s.

Every s between −1 and 1 occurs, at t = arcsin(s)/2. Minimizing F over angles is thus the same as minimizing q on the interval, which is `isOptimal_iff_quadratic`.

**Lowest point inside.** Let |p| < 2r and s₀ = −p/(2r), so that −1 < s₀ < 1. Completing the square gives

q(s) − q(s₀) = r (s − s₀)².

As r > 0, this is zero only at s = s₀ and positive elsewhere. The identity is `key` in the Lean proof. `optimal_angle_and_energy` adds the explicit optimal angle t = arcsin(−p/(2r))/2 and the minimum

F = −r − p²/(4r).

**Optimum at an end.** Let r ≥ 0, p < 0 and 2r ≤ −p. Factoring the difference from the endpoint s = 1 gives

q(s) − q(1) = (1 − s)(−p − r(1 + s)).

For s < 1 the first factor is positive. So is the second: if r > 0, then r(1 + s) < 2r ≤ −p; if r = 0, it equals −p > 0. Hence s = 1 is the only minimizer. In `isOptimal_iff_of_neg` the second factor is `hslope`, and `nlinarith` combines the two signs.

For p > 0, reversing the signs of both p and t leaves F unchanged. The lemma `flip` records this symmetry, which carries the previous case over to s = −1.

**Equal mixing.** At t = π/4, s = 1. For r > 0, `equal_mixing_optimal_iff` states that this angle is optimal exactly when p ≤ −2r. If p ≤ −2r, the endpoint case applies. If −2r < p < 2r, the only minimizer is s₀ < 1. If p ≥ 2r, then q(−1) = r − p is below q(1) = r + p, and the optimum is equal mixing with the opposite rotation, t = −π/4.
